# Harmonic oscillators with nonpositive bilinear couplings never have negatively correlated displacements in the ground state

If I want to know how the displacements of coupled quantum oscillators correlate in the ground state, must I choose a wavefunction first, or are the commutation relations enough? My case is a set of oscillators in which every pair coupling lowers the energy when the two displacements have the same sign. Each pair on its own then prefers to move together. But the correlations come from the inverse square root of the whole force-constant matrix, which mixes all pairs. Could indirect coupling through the other oscillators leave some pair anticorrelated?

## No wavefunction is needed, and no pair is anticorrelated

The commutation relations are enough once the ground state is specified by the operators that annihilate it. Take ħ and all masses equal to one, and let

H = ½ Σ_i p_i² + ½ Σ_ij C_ij x_i x_j,

where x_i and p_i are positions and momenta and C is the positive definite matrix of force constants. The sign assumption is C_ij ≤ 0 for i ≠ j. Let G be the positive definite matrix with G C G = 1, so G = C^(-1/2); it is not a Green's function here. The ground state is represented by a unit vector Ω with

x_i Ω = −i Σ_k G_ik p_k Ω for every i,

where the prefactor i is the imaginary unit.

**The correlation is G_ij/2.** Write ⟨A⟩ for the expectation value of A in Ω. Applying the relation to the right-hand Ω, and then to the left-hand one, gives

⟨x_j x_i⟩ = −i Σ_k G_ik ⟨x_j p_k⟩,

⟨x_i x_j⟩ = +i Σ_k G_ik ⟨p_k x_j⟩.

The positions commute, so the left sides are equal. Since x_j p_k = p_k x_j + i δ_jk, adding the two lines leaves 2⟨x_i x_j⟩ = G_ij. This is the covariance of the two displacements, because their means vanish: ⟨x_i⟩ = −i Σ_k G_ik ⟨p_k⟩, where ⟨x_i⟩ and all ⟨p_k⟩ are real. The remark about the means is not part of the Lean code.

**No entry of G is negative.** Let the columns of an orthogonal matrix U be the normal modes, with frequencies ω_l > 0. Then C has the value ω_l² on mode l, and G has 1/ω_l. Put c = 1/max ω, start from e = cω_l in (0,1], and iterate

e' = e(3 − e²)/2.

If a is the starting value, e never decreases and never exceeds 1. Moreover

1 − e' = (1 − e)²(2 + e)/2 ≤ (1 − a/2)(1 − e),

because e + e² ≥ a. Hence e → 1.

Now let Y be the matrix with value e/ω_l on mode l, and R the one with value 1 − e². Substituting e² = 1 − r, with r the value of R on a mode, turns the iteration into

Y' = Y + YR/2,

R' = (3R² + R³)/4.

These updates contain only sums and products with positive coefficients, so nonnegative entries stay nonnegative. At the start Y = c·1 and R = 1 − c²C. The off-diagonal entries of R are −c²C_ij ≥ 0, and its diagonal entries are Σ_l U_il²(1 − c²ω_l²) ≥ 0. The limit of Y is G, so every G_ij ≥ 0. Indirect coupling therefore cannot reverse the sign.

## Two oscillators in numbers

Label the oscillators 0 and 1, with C_00 = C_11 = 5/9 and C_01 = −4/9. The in-phase mode has ω = 1/3 and the out-of-phase mode has ω = 1. So

G_01 = ½(3 − 1) = 1,

⟨x_0 x_1⟩ = 1/2.

Here c = 1, and the off-diagonal entry of Y runs through 0, 2/9 and about 0.4996 on its way to 1. With coupling +4/9 the two modes exchange frequencies and the correlation is −1/2, so some restriction on the signs of the couplings is needed.

## What the Lean theorem says

The main theorem is `correlation_nonneg`. The finite type `n` labels the oscillators. `hG` says that `G` is positive definite, which for a real matrix in Mathlib includes symmetry; `hGCG` is G C G = 1, and `hoff` is the sign condition. Symmetry and positive definiteness of `C` follow from these. The conclusion is that the complex number ⟨x_i x_j⟩ equals the real number G_ij/2, and that this number is nonnegative.

The structure `IsGroundState` collects the physics: symmetric operators `x` and `p`, commuting positions, the canonical commutator `ccr`, normalisation, and the annihilation condition. The operators act on all of a complex inner product space `E`. With at least one oscillator, `E` cannot be complete: symmetric operators defined on a whole Hilbert space are bounded, and bounded operators cannot satisfy the canonical commutator. Think of Schwartz functions, with Ω a Gaussian; that example is not constructed.

The step left to physics is the identification of Ω with the state of lowest energy, since H does not appear in the Lean code. By hand, set S = G⁻¹ and a_j = p_j − i Σ_k S_jk x_k. Then

H = ½ Σ_j a_j† a_j + ½ tr S,

and the annihilation condition is equivalent to a_j Ω = 0 for all j, so Ω reaches the lower bound ½ tr S.

```lean
import Mathlib

open Matrix Filter Topology

namespace CorrelatedFluctuations

noncomputable section

variable {n : Type*} [Fintype n] [DecidableEq n]

/-- The matrix with value `d l` on the mode in column `l` of an orthogonal matrix `U`. -/
def modeMatrix (U : Matrix n n ℝ) (d : n → ℝ) : Matrix n n ℝ :=
  U * diagonal d * Uᵀ

/-- The Newton-Schulz iteration `e ↦ e (3 - e²) / 2`, started at `a`. -/
def schulz (a : ℝ) : ℕ → ℝ
  | 0 => a
  | k + 1 => schulz a k * (3 - schulz a k ^ 2) / 2

/-- An entry of a mode matrix is a sum over modes. -/
theorem modeMatrix_apply (U : Matrix n n ℝ) (d : n → ℝ) (i j : n) :
    modeMatrix U d i j = ∑ l, U i l * d l * U j l := by
  rw [modeMatrix, Matrix.mul_apply]
  simp only [Matrix.mul_diagonal, Matrix.transpose_apply]

/-- Matrices with the same orthonormal modes are multiplied mode by mode. -/
theorem modeMatrix_mul {U : Matrix n n ℝ} (hU : Uᵀ * U = 1) (d e : n → ℝ) :
    modeMatrix U d * modeMatrix U e = modeMatrix U (fun l => d l * e l) := by
  calc _ = U * diagonal d * (Uᵀ * U) * diagonal e * Uᵀ := by
        simp only [modeMatrix, Matrix.mul_assoc]
    _ = _ := by
        rw [hU, Matrix.mul_one, Matrix.mul_assoc U, Matrix.diagonal_mul_diagonal, modeMatrix]

/-- The Newton-Schulz iteration converges to one from every start in `(0, 1]`. -/
theorem schulz_tendsto {a : ℝ} (h0 : 0 < a) (h1 : a ≤ 1) :
    Tendsto (schulz a) atTop (𝓝 1) := by
  have key : ∀ k, a ≤ schulz a k ∧ schulz a k ≤ 1 ∧ 1 - schulz a k ≤ (1 - a / 2) ^ k := by
    intro k
    induction k with
    | zero => exact ⟨le_refl a, h1, by simp only [schulz, pow_zero]; linarith⟩
    | succ k ih =>
      obtain ⟨hl, hu, hb⟩ := ih
      simp only [schulz]
      generalize schulz a k = e at hl hu hb ⊢
      have he : 0 < e := lt_of_lt_of_le h0 hl
      have hd : 0 ≤ 1 - e := by linarith
      have p1 : 0 ≤ e * (1 - e) * (1 + e) := by positivity
      have p2 : 0 ≤ (1 - e) ^ 2 * (2 + e) := by positivity
      have p3 : 0 ≤ (1 - e) * (e - a + e ^ 2) := mul_nonneg hd (by nlinarith [sq_nonneg e])
      refine ⟨by linarith, by linarith, ?_⟩
      rw [pow_succ' (1 - a / 2) k]
      refine le_trans ?_ (mul_le_mul_of_nonneg_left hb (by linarith))
      linarith
  -- the error is squeezed between zero and a geometric sequence
  have hq := (tendsto_pow_atTop_nhds_zero_of_lt_one
    (show (0 : ℝ) ≤ 1 - a / 2 by linarith) (by linarith)).const_sub 1
  rw [sub_zero] at hq
  exact tendsto_of_tendsto_of_tendsto_of_le_of_le hq tendsto_const_nhds
    (fun k => by have := (key k).2.2; simp only; linarith) (fun k => (key k).2.1)

/-- If orthonormal modes with frequencies `ω l > 0` give force constants with nonpositive
off-diagonal entries, the same modes weighted by `1 / ω l` give nonnegative entries. -/
theorem modeMatrix_inv_nonneg {U : Matrix n n ℝ} (hU : Uᵀ * U = 1) {ω : n → ℝ}
    (hω : ∀ l, 0 < ω l)
    (hoff : ∀ i j, i ≠ j → modeMatrix U (fun l => ω l ^ 2) i j ≤ 0) (i j : n) :
    0 ≤ modeMatrix U (fun l => (ω l)⁻¹) i j := by
  have : Nonempty n := ⟨i⟩
  obtain ⟨m, hm⟩ := Finite.exists_max ω
  obtain ⟨c, hc, hc1⟩ : ∃ c : ℝ, 0 < c ∧ ∀ l, c * ω l ≤ 1 :=
    ⟨(ω m)⁻¹, inv_pos.mpr (hω m), fun l => by
      rw [inv_mul_le_iff₀ (hω m), mul_one]; exact hm l⟩
  have hUU : U * Uᵀ = 1 := mul_eq_one_comm.mp hU
  have hone (i j : n) : ∑ l, U i l * U j l = if i = j then 1 else 0 := by
    rw [← Matrix.one_apply, ← hUU, Matrix.mul_apply]
    rfl
  have hmul (d e : n → ℝ) (hd : ∀ i j, 0 ≤ modeMatrix U d i j)
      (he : ∀ i j, 0 ≤ modeMatrix U e i j) (i j : n) :
      0 ≤ modeMatrix U (fun l => d l * e l) i j := by
    rw [← modeMatrix_mul hU, Matrix.mul_apply]
    exact Finset.sum_nonneg fun l _ => mul_nonneg (hd i l) (he l j)
  -- approximant and residual both keep nonnegative entries
  have key : ∀ k, (∀ i j, 0 ≤ modeMatrix U (fun l => schulz (c * ω l) k * (ω l)⁻¹) i j) ∧
      (∀ i j, 0 ≤ modeMatrix U (fun l => 1 - schulz (c * ω l) k ^ 2) i j) := by
    intro k
    induction k with
    | zero =>
      refine ⟨fun i j => ?_, fun i j => ?_⟩
      · have h : 0 ≤ c * ∑ l, U i l * U j l := by
          rw [hone]
          split_ifs <;> simp [hc.le]
        rw [modeMatrix_apply]
        rw [Finset.mul_sum] at h
        refine h.trans_eq (Finset.sum_congr rfl fun l _ => ?_)
        simp only [schulz, mul_inv_cancel_right₀ (hω l).ne']
        ring
      · by_cases hij : i = j
        · subst hij
          rw [modeMatrix_apply]
          refine Finset.sum_nonneg fun l _ => ?_
          have h2 : 0 ≤ 1 - (c * ω l) ^ 2 := by nlinarith [hc1 l, mul_pos hc (hω l)]
          simp only [schulz]
          nlinarith [mul_nonneg (sq_nonneg (U i l)) h2]
        · have h := mul_nonneg (sq_nonneg c) (neg_nonneg.mpr (hoff i j hij))
          have h' := add_nonneg (hone i j ▸ (if_neg hij).ge) h
          rw [modeMatrix_apply, ← Finset.sum_neg_distrib, Finset.mul_sum,
            ← Finset.sum_add_distrib] at h'
          rw [modeMatrix_apply]
          refine h'.trans_eq (Finset.sum_congr rfl fun l _ => ?_)
          simp only [schulz]
          ring
    | succ k ih =>
      obtain ⟨hY, hR⟩ := ih
      have hRR := hmul _ _ hR hR
      have h1 := fun i j => add_nonneg (hY i j)
        (mul_nonneg (by norm_num : (0 : ℝ) ≤ 1 / 2) (hmul _ _ hY hR i j))
      have h2 := fun i j => add_nonneg (mul_nonneg (by norm_num : (0 : ℝ) ≤ 3 / 4) (hRR i j))
        (mul_nonneg (by norm_num : (0 : ℝ) ≤ 1 / 4) (hmul _ _ hRR hR i j))
      simp only [modeMatrix_apply, Finset.mul_sum, ← Finset.sum_add_distrib] at h1 h2 ⊢
      exact ⟨fun i j => (h1 i j).trans_eq
          (Finset.sum_congr rfl fun l _ => by simp only [schulz]; ring),
        fun i j => (h2 i j).trans_eq
          (Finset.sum_congr rfl fun l _ => by simp only [schulz]; ring)⟩
  have hlim : Tendsto (fun k : ℕ => modeMatrix U (fun l => schulz (c * ω l) k * (ω l)⁻¹) i j)
      atTop (𝓝 (modeMatrix U (fun l => (ω l)⁻¹) i j)) := by
    simp only [modeMatrix_apply]
    refine tendsto_finsetSum _ fun l _ => ?_
    have h := (schulz_tendsto (mul_pos hc (hω l)) (hc1 l)).mul_const (ω l)⁻¹
    rw [one_mul] at h
    exact (h.const_mul (U i l)).mul_const (U j l)
  exact ge_of_tendsto' hlim fun k => (key k).1 i j

/-- If `G` is positive definite with `G C G = 1` and the off-diagonal entries of `C` are
nonpositive, then every entry of `G` is nonnegative. -/
theorem invSqrt_nonneg {C G : Matrix n n ℝ} (hG : G.PosDef) (hGCG : G * C * G = 1)
    (hoff : ∀ i j, i ≠ j → C i j ≤ 0) (i j : n) : 0 ≤ G i j := by
  obtain ⟨U, g, hU, hg, hGm⟩ : ∃ (U : Matrix n n ℝ) (g : n → ℝ),
      Uᵀ * U = 1 ∧ (∀ l, 0 < g l) ∧ G = modeMatrix U g := by
    refine ⟨hG.isHermitian.eigenvectorUnitary, hG.isHermitian.eigenvalues,
      Matrix.mem_unitaryGroup_iff'.mp hG.isHermitian.eigenvectorUnitary.2,
      hG.eigenvalues_pos, hG.isHermitian.spectral_theorem.trans ?_⟩
    rw [Unitary.conjStarAlgAut_apply]
    rfl
  -- the inverse of `G` has the same modes, and its square is `C`
  have hPG : modeMatrix U (fun l => (g l)⁻¹) * G = 1 := by
    rw [hGm, modeMatrix_mul hU]
    simp only [inv_mul_cancel₀ (hg _).ne', modeMatrix, Matrix.diagonal_one, Matrix.mul_one]
    exact mul_eq_one_comm.mp hU
  have hGP := mul_eq_one_comm.mp hPG
  have hC : C = modeMatrix U (fun l => (g l)⁻¹ ^ 2) := by
    simp only [pow_two]
    rw [← modeMatrix_mul hU]
    generalize modeMatrix U (fun l => (g l)⁻¹) = P at hPG hGP ⊢
    calc C = (P * G) * C * (G * P) := by rw [hPG, hGP, Matrix.one_mul, Matrix.mul_one]
      _ = P * (G * C * G) * P := by simp only [Matrix.mul_assoc]
      _ = P * P := by rw [hGCG, Matrix.mul_one]
  have h := modeMatrix_inv_nonneg hU (fun l => inv_pos.mpr (hg l))
    (fun i j hij => hC ▸ hoff i j hij) i j
  simp only [inv_inv] at h
  rw [hGm]
  exact h

variable {E : Type*} [NormedAddCommGroup E] [InnerProductSpace ℂ E]

-- The Gaussian among Schwartz functions is an instance; it is not constructed here.
/-- `Ω` is a unit vector annihilated by every `x j + I ∑ k, G j k p k`, with `I` the imaginary unit.
The operators `x` and `p` are symmetric, the positions commute with each other, and
`x j p k - p k x j` is `I` for `k = j` and zero otherwise (`ħ` is one). -/
structure IsGroundState (x p : n → E →ₗ[ℂ] E) (G : Matrix n n ℝ) (Ω : E) : Prop where
  symm_x : ∀ i u v, inner ℂ (x i u) v = inner ℂ u (x i v)
  symm_p : ∀ i u v, inner ℂ (p i u) v = inner ℂ u (p i v)
  comm_x : ∀ i j v, x i (x j v) = x j (x i v)
  ccr : ∀ j k v, x j (p k v) = p k (x j v) + (if k = j then Complex.I else 0) • v
  unit : ‖Ω‖ = 1
  annihilated : ∀ i, x i Ω = (-Complex.I) • ∑ k, (G i k : ℂ) • p k Ω

/-- In the state annihilated by the lowering operators built from `G`, the correlation of
displacements `i` and `j` is `G i j / 2`. -/
theorem groundState_correlation {x p : n → E →ₗ[ℂ] E} {G : Matrix n n ℝ} {Ω : E}
    (h : IsGroundState x p G Ω) (i j : n) :
    inner ℂ Ω (x i (x j Ω)) = ((G i j / 2 : ℝ) : ℂ) := by
  have hR : inner ℂ Ω (x j (x i Ω)) =
      -Complex.I * ∑ k, (G i k : ℂ) * inner ℂ Ω (x j (p k Ω)) := by
    rw [h.annihilated i]
    simp only [map_smul, map_sum, inner_smul_right, inner_sum]
  have hL : inner ℂ Ω (x i (x j Ω)) =
      Complex.I * ∑ k, (G i k : ℂ) * inner ℂ Ω (p k (x j Ω)) := by
    rw [← h.symm_x i Ω (x j Ω), h.annihilated i, inner_smul_left, sum_inner]
    simp only [inner_smul_left, Complex.conj_ofReal, map_neg, Complex.conj_I, neg_neg, h.symm_p]
  have hc (k : n) : inner ℂ Ω (x j (p k Ω)) =
      inner ℂ Ω (p k (x j Ω)) + if k = j then Complex.I else 0 := by
    rw [h.ccr, inner_add_right, inner_smul_right, inner_self_eq_norm_sq_to_K, h.unit]
    simp
  -- adding the two expressions leaves only the canonical commutator
  simp only [hc, mul_add, Finset.sum_add_distrib, mul_ite, mul_zero, Finset.sum_ite_eq',
    Finset.mem_univ, if_true] at hR
  rw [h.comm_x j i] at hR
  push_cast
  linear_combination (hR + hL) / 2 - (G i j : ℂ) / 2 * Complex.I_mul_I

/-- For force constants `C` with nonpositive off-diagonal entries and positive definite `G`
with `G C G = 1`, each ground-state displacement correlation is `G i j / 2` and nonnegative. -/
theorem correlation_nonneg {x p : n → E →ₗ[ℂ] E} {C G : Matrix n n ℝ} {Ω : E}
    (hG : G.PosDef) (hGCG : G * C * G = 1) (hoff : ∀ i j, i ≠ j → C i j ≤ 0)
    (h : IsGroundState x p G Ω) (i j : n) :
    inner ℂ Ω (x i (x j Ω)) = ((G i j / 2 : ℝ) : ℂ) ∧ 0 ≤ G i j / 2 :=
  ⟨groundState_correlation h i j, div_nonneg (invSqrt_nonneg hG hGCG hoff i j) (by norm_num)⟩

/-- Two oscillators with coupling `-4 s / 9`, where `s` is `1` or `-1`: the matrix `G` with
off-diagonal entry `s` is positive definite and satisfies `G C G = 1`. -/
theorem two_oscillators_witness (s : ℝ) (hs : s ^ 2 = 1) :
    (!![2, s; s, 2] : Matrix (Fin 2) (Fin 2) ℝ).PosDef ∧
    !![2, s; s, 2] * !![5 / 9, -4 * s / 9; -4 * s / 9, 5 / 9] * !![2, s; s, 2] =
      (1 : Matrix (Fin 2) (Fin 2) ℝ) := by
  constructor
  · rw [Matrix.posDef_iff_dotProduct_mulVec]
    refine ⟨by ext i j; fin_cases i <;> fin_cases j <;> simp, ?_⟩
    intro v hv
    have hne : v 0 ≠ 0 ∨ v 1 ≠ 0 := by
      by_contra! h
      exact hv (by ext i; fin_cases i; exacts [h.1, h.2])
    have hq : star v ⬝ᵥ (!![2, s; s, 2] *ᵥ v) =
        (v 0 + s * v 1) ^ 2 + (v 0 ^ 2 + v 1 ^ 2) := by
      simp only [dotProduct, Matrix.mulVec, Fin.sum_univ_two, Pi.star_apply, star_trivial,
        Matrix.of_apply, Matrix.cons_val_zero, Matrix.cons_val_one]
      linear_combination (-(v 1) ^ 2) * hs
    rw [hq]
    rcases hne with h | h <;> positivity
  · rw [Matrix.mul_fin_two, Matrix.mul_fin_two, Matrix.one_fin_two]
    congr 1
    ext i j
    fin_cases i <;> fin_cases j <;> simp
    · linear_combination (-11 / 9) * hs
    · linear_combination (-4 * s / 9) * hs
    · linear_combination (-4 * s / 9) * hs
    · linear_combination (-11 / 9) * hs

end

end CorrelatedFluctuations
```

```lean
#print axioms CorrelatedFluctuations.groundState_correlation
#print axioms CorrelatedFluctuations.correlation_nonneg
```

```
'CorrelatedFluctuations.groundState_correlation' depends on axioms: [propext, Classical.choice, Quot.sound]
'CorrelatedFluctuations.correlation_nonneg' depends on axioms: [propext, Classical.choice, Quot.sound]
```

## From the iteration to the Lean proof

`modeMatrix` builds a matrix from modes and mode values. `modeMatrix_apply` writes its entries as sums over modes, and `modeMatrix_mul` multiplies two such matrices mode by mode. `schulz` is the scalar iteration. In `schulz_tendsto`, an induction proves the two bounds on e together with the geometric error estimate, and a squeeze gives the limit.

`modeMatrix_inv_nonneg` contains the sign argument. Its local statement `hmul` says that products preserve nonnegative entries, and `key` carries the nonnegativity of Y and R through the induction. There `ring` checks the two update formulas inside the sums over modes. `hlim` is the convergence of Y, entry by entry, and a limit of nonnegative numbers is nonnegative.

`invSqrt_nonneg` starts from `G` instead of the frequencies. The spectral theorem supplies its modes and eigenvalues g_l, and G C G = 1 forces C to have the value g_l⁻² on the same modes. The previous lemma then applies with ω_l = 1/g_l.

In `groundState_correlation`, `hR` and `hL` are the two expressions for the correlation and `hc` is the commutator inside the expectation value; `linear_combination` adds them. `two_oscillators_witness` verifies positive definiteness and G C G = 1 for the pair above, with either sign of the coupling.

## A wavefunction as the starting point

One can also take Ω to be the normalised Gaussian proportional to exp(−½ Σ_ij S_ij x_i x_j), with S = G⁻¹ as above, and compute the correlation as an integral over all displacements. This exhibits the state explicitly, and normal modes reduce the integral to one-dimensional ones. The matrix argument for the sign stays the same.

## Where the sign condition holds in dispersion models

Some many-body dispersion methods describe atoms by coupled harmonic oscillators, which take the form used here in mass-weighted displacements. The result applies to those finite models in which C is positive definite and every off-diagonal force constant is nonpositive. Undamped dipoles on a line that oscillate only along that line are an example, provided they are far enough apart for C to be positive definite. When the dipoles can oscillate in all three directions, the couplings generally take both signs, and the theorem then does not apply directly.
